# The fermion-loop trace and the Ward identity for the one-loop vacuum polarization integrand

The one-loop photon self-energy $\Pi^{\mu\nu}(q)$ of QED, for photon momentum $q$, is quadratically divergent by power counting in four dimensions. Lorentz covariance alone allows it a term proportional to the metric $g^{\mu\nu}$ that survives at $q=0$. Such a term would act as a photon mass, and it would break the transversality $q_\mu\Pi^{\mu\nu}=0$ that current conservation demands. The algebraic part of the argument against it is an identity for the integrand: contracted with $q_\mu$, it splits into two terms, each depending on the momentum of only one of the two propagators.

## The claim

Let $\gamma^\mu$ be complex $n\times n$ matrices with $\{\gamma^\mu,\gamma^\nu\}=2g^{\mu\nu}\mathbb 1$, where $\{A,B\}=AB+BA$. Let $\Gamma$ be an invertible matrix with $\Gamma\gamma^\mu=-\gamma^\mu\Gamma$ for all $\mu$; in four dimensions this is the role of $\gamma^5$. For momenta with covariant components $k_\mu$, $k'_\mu$, and with repeated indices summed, put $\not{k}=k_\mu\gamma^\mu$, $k^\mu=g^{\mu\nu}k_\nu$, $k\cdot k'=k^\mu k'_\mu$ and $k^2=k\cdot k$. With mass $m$, the loop numerator is $N^{\mu\nu}=\operatorname{tr}[\gamma^\mu(\not{k}+m)\gamma^\nu(\not{k}'+m)]$ and the propagator is $S(k)=(\not{k}-m)^{-1}$. Then

$$N^{\mu\nu}=n\left(k^\mu k'^\nu+k^\nu k'^\mu-g^{\mu\nu}(k\cdot k'-m^2)\right),\tag{1}$$

$$(k'-k)_\mu N^{\mu\nu}=n\left((k'^2-m^2)k^\nu-(k^2-m^2)k'^\nu\right),\tag{2}$$

and, for $k^2\ne m^2$ and $k'^2\neq m^2$,

$$(k'-k)_\mu\operatorname{tr}[\gamma^\mu S(k)\gamma^\nu S(k')]=n\left(\frac{k^\nu}{k^2-m^2}-\frac{k'^\nu}{k'^2-m^2}\right).\tag{3}$$

In QED the trace in (3), with $k'=k+q$, is the integrand of $\Pi^{\mu\nu}(q)$ up to a constant factor, for free propagators at one loop. Equations (2) and (3) hold at fixed $k$ and $k'$. They are the Ward identity before integration, and transversality of $\Pi^{\mu\nu}$ needs in addition a shift of the integration variable.

## Derivation

**Two factors.** If $\{A,B\}=2x\,\mathbb 1$ for a number $x$, the trace gives $2\operatorname{tr}AB=2nx$ by cyclicity, so $\operatorname{tr}AB=nx$.

**Four factors.** Suppose that $A,B,C,D$ have scalar anticommutators $\{A,B\}=2(ab)\mathbb 1$ and so on, where $(ab)$ is a number. Moving $A$ to the right one step at a time gives

$$A\,BCD+BCD\,A=\{A,B\}CD-B\{A,C\}D+BC\{A,D\}.$$

The left side has trace $2\operatorname{tr}ABCD$, and each term on the right is a number times a two-factor trace. Hence $\operatorname{tr}ABCD=n[(ab)(cd)-(ac)(bd)+(ad)(bc)]$.

**Three factors.** If $A,B,C$ anticommute with $\Gamma$, then $X=ABC$ obeys $\Gamma X=(-1)^3X\Gamma$. So $\operatorname{tr}X=\operatorname{tr}\Gamma^{-1}\Gamma X=-\operatorname{tr}\Gamma^{-1}X\Gamma=-\operatorname{tr}X$, and $\operatorname{tr}X=0$.

**Equation (1).** By linearity $\{\gamma^\mu,\not{k}\}=2k^\mu$, $\{\not{k},\not{k}'\}=2k\cdot k'$ and $\Gamma\not{k}=-\not{k}\Gamma$. Expanding in $m$,

$$N^{\mu\nu}=\operatorname{tr}\gamma^\mu\not{k}\gamma^\nu\not{k}'+m\operatorname{tr}\gamma^\mu\not{k}\gamma^\nu+m\operatorname{tr}\gamma^\mu\gamma^\nu\not{k}'+m^2\operatorname{tr}\gamma^\mu\gamma^\nu .$$

The first trace is $n(k^\mu k'^\nu-g^{\mu\nu}k\cdot k'+k'^\mu k^\nu)$, the middle two vanish, and the last is $ng^{\mu\nu}$.

**Equation (2).** For $n=0$ both sides are zero. For $n>0$ the anticommutator is symmetric in $\mu,\nu$, so $g^{\mu\nu}=g^{\nu\mu}$ and $k'\cdot k=k\cdot k'$. With $q=k'-k$ this gives $q_\mu k^\mu=k\cdot k'-k^2$, $q_\mu k'^\mu=k'^2-k\cdot k'$ and $q_\mu g^{\mu\nu}=k'^\nu-k^\nu$. Therefore

$$q_\mu N^{\mu\nu}=n\left[(k\cdot k'-k^2)k'^\nu+(k'^2-k\cdot k')k^\nu-(k'^\nu-k^\nu)(k\cdot k'-m^2)\right],$$

in which every term with $k\cdot k'$ cancels and (2) remains.

**Equation (3).** Setting $k'=k$ in the slash anticommutator gives $\not{k}^2=k^2$, so $(\not{k}-m)(\not{k}+m)=k^2-m^2$ and $S(k)=(\not{k}+m)/(k^2-m^2)$ off shell. The trace in (3) is then $N^{\mu\nu}/[(k^2-m^2)(k'^2-m^2)]$, and dividing (2) by that denominator gives (3).

## Formal development

The Lorentz index runs over a finite type `ι` and the spinor index over a finite type `N`, with $n$ equal to `Fintype.card N`. The types themselves do not tie the two sizes together, and either may be empty. For an invertible metric the Clifford relation does tie them: in four dimensions it forces $n$ to be a multiple of 4. The dimension of spacetime is the size of `ι`, a whole number, and the non-integer dimension of dimensional regularisation is not covered.

In Lean 4 with Mathlib:

```lean
import Mathlib

open Matrix

namespace VacuumPolarization

noncomputable section

variable {ι N : Type*} [Fintype ι] [Fintype N] [DecidableEq N]
```

`IsClifford g γ` is the anticommutation relation. The matrix `g` holds $g^{\mu\nu}$ with upper indices; it is complex, has no fixed signature, and is assumed neither symmetric nor invertible. `IsChiral Γ γ` asks for invertibility and anticommutation, and does not ask for $\Gamma^2=\mathbb 1$. Such a $\Gamma$ is a hypothesis, and it is not built from the $\gamma^\mu$.

```lean
/-- The Clifford relation `γ^μ γ^ν + γ^ν γ^μ = 2 g^{μν}`. -/
def IsClifford (g : Matrix ι ι ℂ) (γ : ι → Matrix N N ℂ) : Prop :=
  ∀ μ ν, γ μ * γ ν + γ ν * γ μ = (2 * g μ ν) • (1 : Matrix N N ℂ)

/-- `Γ` is invertible and anticommutes with every `γ^μ`. -/
def IsChiral (Γ : Matrix N N ℂ) (γ : ι → Matrix N N ℂ) : Prop :=
  IsUnit Γ ∧ ∀ μ, Γ * γ μ = -(γ μ * Γ)
```

A momentum `k : ι → ℂ` is the list of covariant components $k_\mu$. Indices are only ever raised, so no inverse metric appears. Momenta and mass may be complex.

```lean
/-- The slash `k_μ γ^μ` of a momentum with covariant components `k_μ`. -/
def slash (γ : ι → Matrix N N ℂ) (k : ι → ℂ) : Matrix N N ℂ := ∑ μ, k μ • γ μ

/-- The contravariant components `k^μ = g^{μν} k_ν`. -/
def raise (g : Matrix ι ι ℂ) (k : ι → ℂ) (μ : ι) : ℂ := ∑ ν, g μ ν * k ν

/-- The scalar product `k·k' = k^μ k'_μ`. -/
def dot (g : Matrix ι ι ℂ) (k k' : ι → ℂ) : ℂ := ∑ μ, raise g k μ * k' μ
```

`loopTrace` is $N^{\mu\nu}$ and `loopTensor` is the bracket in (1) without the factor $n$. The `propagator` is a matrix inverse with no factor $i$ and no $i\epsilon$. Mathlib sets the inverse of a singular matrix to zero, and the off-shell hypotheses keep the theorems away from that value. The coupling, the sign of the closed fermion loop and the integration measure do not appear.

```lean
/-- The fermion-loop numerator `tr[γ^μ (kslash + m) γ^ν (k'slash + m)]`. -/
def loopTrace (γ : ι → Matrix N N ℂ) (m : ℂ) (k k' : ι → ℂ) (μ ν : ι) : ℂ :=
  trace (γ μ * (slash γ k + m • 1) * γ ν * (slash γ k' + m • 1))

/-- The tensor `k^μ k'^ν + k^ν k'^μ - g^{μν} (k·k' - m²)`. -/
def loopTensor (g : Matrix ι ι ℂ) (m : ℂ) (k k' : ι → ℂ) (μ ν : ι) : ℂ :=
  raise g k μ * raise g k' ν + raise g k ν * raise g k' μ - g μ ν * (dot g k k' - m ^ 2)

/-- The fermion propagator `S(k) = (kslash - m)⁻¹`, as a matrix inverse. -/
def propagator (γ : ι → Matrix N N ℂ) (m : ℂ) (k : ι → ℂ) : Matrix N N ℂ :=
  (slash γ k - m • 1)⁻¹
```

`trace_two` takes the trace of its hypothesis, uses cyclicity in the form `trace_mul_comm`, and halves the result. In `trace_four` the statement `e` is the identity that moves $A$ through $BCD$, checked by `noncomm_ring`. The anticommutators with $A$ are inserted, and `trace_two` evaluates the traces of $CD$, $BD$ and $BC$.

```lean
/-- If `{A, B} = 2x`, then `tr(AB) = n x`. -/
theorem trace_two {A B : Matrix N N ℂ} {x : ℂ} (h : A * B + B * A = (2 * x) • 1) :
    trace (A * B) = Fintype.card N * x := by
  have e := congrArg trace h
  rw [trace_add, trace_mul_comm B A, trace_smul, trace_one, smul_eq_mul] at e
  linear_combination e / 2

/-- The trace of four matrices with scalar pairwise anticommutators is `n` times the
alternating sum over pairings. -/
theorem trace_four {A B C D : Matrix N N ℂ} {ab ac ad bc bd cd : ℂ}
    (hab : A * B + B * A = (2 * ab) • 1) (hac : A * C + C * A = (2 * ac) • 1)
    (had : A * D + D * A = (2 * ad) • 1) (hbc : B * C + C * B = (2 * bc) • 1)
    (hbd : B * D + D * B = (2 * bd) • 1) (hcd : C * D + D * C = (2 * cd) • 1) :
    trace (A * B * C * D) = Fintype.card N * (ab * cd - ac * bd + ad * bc) := by
  -- move `A` through `B C D`, then use cyclicity
  have e : A * (B * C * D) + B * C * D * A
      = (A * B + B * A) * (C * D) - B * (A * C + C * A) * D + B * C * (A * D + D * A) := by
    noncomm_ring
  rw [hab, hac, had] at e
  simp only [Matrix.smul_mul, Matrix.mul_smul, Matrix.one_mul, Matrix.mul_one] at e
  have t := congrArg trace e
  rw [trace_add, trace_mul_comm (B * C * D) A, trace_add, trace_sub, trace_smul, trace_smul,
    trace_smul, trace_two hcd, trace_two hbd, trace_two hbc] at t
  simp only [smul_eq_mul] at t
  have a : A * B * C * D = A * (B * C * D) := by noncomm_ring
  rw [a]
  linear_combination t / 2
```

In `trace_three`, `hX` is $\Gamma X=-X\Gamma$ in three sign flips. The left inverse `Δ` is also a right inverse (`hr`), and `h1`, `h2` state $\operatorname{tr}\Delta\Gamma X=\operatorname{tr}X$ and $\operatorname{tr}\Delta X\Gamma=\operatorname{tr}X$.

```lean
/-- Three matrices anticommuting with an invertible `Γ` have a traceless product. -/
theorem trace_three {Γ A B C : Matrix N N ℂ} (hΓ : IsUnit Γ) (hA : Γ * A = -(A * Γ))
    (hB : Γ * B = -(B * Γ)) (hC : Γ * C = -(C * Γ)) : trace (A * B * C) = 0 := by
  have hX : Γ * (A * B * C) = -(A * B * C * Γ) :=
    calc Γ * (A * B * C) = (Γ * A) * B * C := by noncomm_ring
      _ = -(A * (Γ * B) * C) := by rw [hA]; noncomm_ring
      _ = A * B * (Γ * C) := by rw [hB]; noncomm_ring
      _ = -(A * B * C * Γ) := by rw [hC]; noncomm_ring
  generalize A * B * C = X at hX ⊢
  obtain ⟨Δ, hl⟩ := hΓ.exists_left_inv
  have hr : Γ * Δ = 1 := mul_eq_one_comm.mp hl
  have h1 : trace (Δ * (Γ * X)) = trace X := by rw [← Matrix.mul_assoc, hl, Matrix.one_mul]
  have h2 : trace (Δ * (X * Γ)) = trace X := by
    rw [trace_mul_comm, Matrix.mul_assoc, hr, Matrix.mul_one]
  rw [hX, Matrix.mul_neg, trace_neg, h2] at h1
  linear_combination -h1 / 2
```

Both slash anticommutators come from one linearity statement, `lin`: if a matrix `S` has $\{S,\gamma^\mu\}=2s^\mu$ for numbers $s^\mu$, then $\{S,\not{k}\}=2s^\mu k_\mu$. It is applied first to a gamma matrix and then to a slash.

```lean
variable {g : Matrix ι ι ℂ} {γ : ι → Matrix N N ℂ} {Γ : Matrix N N ℂ}

/-- `{γ^μ, kslash} = 2 k^μ` and `{kslash, k'slash} = 2 k·k'`. -/
theorem slash_anticomm (h : IsClifford g γ) :
    (∀ k μ, γ μ * slash γ k + slash γ k * γ μ = (2 * raise g k μ) • 1) ∧
    (∀ k k', slash γ k * slash γ k' + slash γ k' * slash γ k = (2 * dot g k k') • 1) := by
  have lin : ∀ (S : Matrix N N ℂ) (s k : ι → ℂ), (∀ μ, S * γ μ + γ μ * S = (2 * s μ) • 1) →
      S * slash γ k + slash γ k * S = (2 * ∑ μ, s μ * k μ) • 1 := by
    intro S s k hS
    simp only [slash, Finset.mul_sum, Finset.sum_mul, Finset.sum_smul, ← Finset.sum_add_distrib]
    refine Finset.sum_congr rfl fun μ _ => ?_
    rw [Matrix.mul_smul, Matrix.smul_mul, ← smul_add, hS μ, smul_smul]
    congr 1
    ring
  have h1 : ∀ k μ, γ μ * slash γ k + slash γ k * γ μ = (2 * raise g k μ) • 1 :=
    fun k μ => lin (γ μ) (g μ) k (h μ)
  exact ⟨h1, fun k k' => lin (slash γ k) (raise g k) k' fun μ => (add_comm _ _).trans (h1 k μ)⟩
```

`loop_trace` is (1), for all $m,k,k',\mu,\nu$. The step `hs` is $\Gamma\not{p}=-\not{p}\Gamma$ for any momentum $p$, `e` is the expansion in $m$, and the long rewrite evaluates the four traces in the order written above. Symmetry of `g` is not used.

```lean
/-- The loop numerator equals `n (k^μ k'^ν + k^ν k'^μ - g^{μν} (k·k' - m²))`. -/
theorem loop_trace (h : IsClifford g γ) (hΓ : IsChiral Γ γ) (m : ℂ) (k k' : ι → ℂ) (μ ν : ι) :
    loopTrace γ m k k' μ ν = Fintype.card N * loopTensor g m k k' μ ν := by
  obtain ⟨h1, h2⟩ := slash_anticomm h
  have hs : ∀ p, Γ * slash γ p = -(slash γ p * Γ) := fun p => by
    simp only [slash, Finset.mul_sum, Finset.sum_mul, Matrix.mul_smul, Matrix.smul_mul, hΓ.2,
      smul_neg, Finset.sum_neg_distrib]
  -- expand in powers of the mass; the terms odd in `m` are traceless
  have e : γ μ * (slash γ k + m • 1) * γ ν * (slash γ k' + m • 1)
      = γ μ * slash γ k * γ ν * slash γ k' + m • (γ μ * slash γ k * γ ν)
        + m • (γ μ * γ ν * slash γ k') + m ^ 2 • (γ μ * γ ν) := by
    simp only [mul_add, add_mul, Matrix.mul_smul, Matrix.smul_mul, Matrix.mul_one]
    module
  rw [loopTrace, e, trace_add, trace_add, trace_add, trace_smul, trace_smul, trace_smul,
    trace_four (h1 k μ) (h μ ν) (h1 k' μ) ((add_comm _ _).trans (h1 k ν)) (h2 k k') (h1 k' ν),
    trace_three hΓ.1 (hΓ.2 μ) (hs k) (hΓ.2 ν), trace_three hΓ.1 (hΓ.2 μ) (hΓ.2 ν) (hs k'),
    trace_two (h μ ν), loopTensor]
  simp only [smul_eq_mul]
  ring
```

`ward_identity` is (2). After substituting (1) it disposes of empty `N`; otherwise it reads the entry $(i,i)$ of the Clifford relation, for some spinor index `i`, to get the symmetry `hs`. Then `hd` is $k'\cdot k=k\cdot k'$, `ha` is $q_\mu p^\mu=p\cdot k'-p\cdot k$, `hb` is $q_\mu g^{\mu\nu}=k'^\nu-k^\nu$, and the last `ring` cancels the $k\cdot k'$ terms.

```lean
/-- Ward identity for the numerator: contracting with `(k' - k)_μ` gives
`n ((k'² - m²) k^ν - (k² - m²) k'^ν)`. -/
theorem ward_identity (h : IsClifford g γ) (hΓ : IsChiral Γ γ) (m : ℂ) (k k' : ι → ℂ) (ν : ι) :
    ∑ μ, (k' μ - k μ) * loopTrace γ m k k' μ ν = Fintype.card N *
      ((dot g k' k' - m ^ 2) * raise g k ν - (dot g k k - m ^ 2) * raise g k' ν) := by
  simp only [loop_trace h hΓ]
  rcases isEmpty_or_nonempty N with hN | ⟨⟨i⟩⟩
  · simp
  -- the Clifford relation forces the metric to be symmetric
  have hs : ∀ a b, g a b = g b a := fun a b => by
    have e : (2 * g a b) • (1 : Matrix N N ℂ) = (2 * g b a) • 1 := by
      rw [← h a b, ← h b a, add_comm]
    have e' := congrFun (congrFun e i) i
    simp only [Matrix.smul_apply, Matrix.one_apply_eq, smul_eq_mul] at e'
    linear_combination e' / 2
  have hd : dot g k' k = dot g k k' := by
    simp only [dot, raise, Finset.sum_mul]
    rw [Finset.sum_comm]
    refine Finset.sum_congr rfl fun a _ => Finset.sum_congr rfl fun b _ => ?_
    rw [hs b a]
    ring
  have ha : ∀ p, ∑ μ, (k' μ - k μ) * raise g p μ = dot g p k' - dot g p k := fun p => by
    rw [dot, dot, ← Finset.sum_sub_distrib]
    exact Finset.sum_congr rfl fun μ _ => by ring
  have hb : ∑ μ, (k' μ - k μ) * g μ ν = raise g k' ν - raise g k ν := by
    rw [raise, raise, ← Finset.sum_sub_distrib]
    exact Finset.sum_congr rfl fun μ _ => by rw [hs μ ν]; ring
  calc ∑ μ, (k' μ - k μ) * (Fintype.card N * loopTensor g m k k' μ ν)
      = Fintype.card N * ((∑ μ, (k' μ - k μ) * raise g k μ) * raise g k' ν
        + (∑ μ, (k' μ - k μ) * raise g k' μ) * raise g k ν
        - (∑ μ, (k' μ - k μ) * g μ ν) * (dot g k k' - m ^ 2)) := by
        rw [Finset.sum_mul, Finset.sum_mul, Finset.sum_mul, ← Finset.sum_add_distrib,
          ← Finset.sum_sub_distrib, Finset.mul_sum]
        exact Finset.sum_congr rfl fun μ _ => by rw [loopTensor]; ring
    _ = _ := by rw [ha, ha, hb, hd]; ring
```

`propagator_eq` needs only the Clifford relation and `hk`, which says $k^2\ne m^2$. It states that $(\not{k}-m)S(k)=\mathbb 1$ and that $S(k)$ has the rationalised form. Here `hsq` is $\not{k}^2=k^2$, `hp` is the product $(\not{k}-m)(\not{k}+m)$, and `key` exhibits a right inverse, which `Matrix.inv_eq_right_inv` identifies with the matrix inverse. `ward_identity_propagator` is (3): the two denominators are pulled out of the sum, (2) is inserted, and `field_simp` does the division.

```lean
/-- Off shell, `S(k)` inverts `kslash - m` and equals `(kslash + m)/(k² - m²)`. -/
theorem propagator_eq (h : IsClifford g γ) {m : ℂ} {k : ι → ℂ} (hk : dot g k k ≠ m ^ 2) :
    (slash γ k - m • 1) * propagator γ m k = 1 ∧
      propagator γ m k = (dot g k k - m ^ 2)⁻¹ • (slash γ k + m • 1) := by
  have h2 := (slash_anticomm h).2 k k
  have hsq : slash γ k * slash γ k = dot g k k • 1 := by
    linear_combination (norm := module) (1 / 2 : ℂ) • h2
  have hp : (slash γ k - m • 1) * (slash γ k + m • 1) = (dot g k k - m ^ 2) • 1 := by
    simp only [sub_mul, mul_add, Matrix.smul_mul, Matrix.mul_smul, Matrix.one_mul,
      Matrix.mul_one, hsq]
    module
  have key : (slash γ k - m • 1) * ((dot g k k - m ^ 2)⁻¹ • (slash γ k + m • 1)) = 1 := by
    rw [Matrix.mul_smul, hp, smul_smul, inv_mul_cancel₀ (sub_ne_zero.mpr hk), one_smul]
  have e : propagator γ m k = _ := Matrix.inv_eq_right_inv key
  exact ⟨by rw [e, key], e⟩

/-- Ward identity for the loop integrand: off shell, `(k' - k)_μ tr[γ^μ S(k) γ^ν S(k')]`
equals `n (k^ν/(k² - m²) - k'^ν/(k'² - m²))`. -/
theorem ward_identity_propagator (h : IsClifford g γ) (hΓ : IsChiral Γ γ) {m : ℂ}
    {k k' : ι → ℂ} (hk : dot g k k ≠ m ^ 2) (hk' : dot g k' k' ≠ m ^ 2) (ν : ι) :
    ∑ μ, (k' μ - k μ) * trace (γ μ * propagator γ m k * γ ν * propagator γ m k')
      = Fintype.card N *
        (raise g k ν / (dot g k k - m ^ 2) - raise g k' ν / (dot g k' k' - m ^ 2)) := by
  have d := sub_ne_zero.mpr hk
  have d' := sub_ne_zero.mpr hk'
  calc ∑ μ, (k' μ - k μ) * trace (γ μ * propagator γ m k * γ ν * propagator γ m k')
      = (dot g k k - m ^ 2)⁻¹ * (dot g k' k' - m ^ 2)⁻¹
        * ∑ μ, (k' μ - k μ) * loopTrace γ m k k' μ ν := by
        rw [(propagator_eq h hk).2, (propagator_eq h hk').2, Finset.mul_sum]
        refine Finset.sum_congr rfl fun μ _ => ?_
        simp only [loopTrace, Matrix.mul_smul, Matrix.smul_mul, trace_smul, smul_eq_mul]
        ring
    _ = _ := by rw [ward_identity h hΓ]; field_simp
```

A concrete representation is given in $1+1$ dimensions. In terms of the Pauli matrices, $\gamma^0=\sigma_1$, $\gamma^1=i\sigma_2$ and $\Gamma=\sigma_3$, with $g=\operatorname{diag}(1,-1)$. The metric and $\Gamma$ have the same entries but act on different indices. All relations are checked entry by entry. The four-dimensional Dirac matrices are not constructed.

```lean
/-- Two-by-two gamma matrices in 1+1 dimensions. -/
def gamma2 : Fin 2 → Matrix (Fin 2) (Fin 2) ℂ := ![!![0, 1; 1, 0], !![0, 1; -1, 0]]

/-- `gamma2` obeys the Clifford relation with metric `diag(1, -1)`, and `diag(1, -1)` is an
invertible matrix anticommuting with both. -/
theorem clifford_witness :
    IsClifford !![1, 0; 0, -1] gamma2 ∧ IsChiral !![1, 0; 0, -1] gamma2 := by
  refine ⟨fun μ ν => ?_, (Matrix.isUnit_iff_isUnit_det _).mpr (by simp [det_fin_two]),
    fun μ => ?_⟩
  · ext i j
    fin_cases μ <;> fin_cases ν <;> fin_cases i <;> fin_cases j <;>
      simp [gamma2] <;> norm_num
  · ext i j
    fin_cases μ <;> fin_cases i <;> fin_cases j <;>
      simp [gamma2, Matrix.mul_apply, Fin.sum_univ_succ]
```

## An easy mistake

It is tempting to discard traces of three gamma matrices on the strength of the anticommutation relation alone. In $2+1$ dimensions $\gamma^0=\sigma_3$, $\gamma^1=i\sigma_2$, $\gamma^2=i\sigma_1$ satisfy that relation with $g=\operatorname{diag}(1,-1,-1)$. Take $k_\mu=(0,0,1)$, so $\not{k}=\gamma^2$, and $k'=0$. Then

$$N^{01}=m\operatorname{tr}\gamma^0\gamma^2\gamma^1+m^2\operatorname{tr}\gamma^0\gamma^1=-m\operatorname{tr}\sigma_3\sigma_1\sigma_2+0=-2im ,$$

while the tensor component $k^0k'^1+k^1k'^0-g^{01}(k\cdot k'-m^2)$ is zero. For $m\ne0$ equation (1) fails in this representation. `loop_trace_needs_chirality` records the Clifford relation and these two values. It concerns (1) only and makes no statement about (2) or (3).

```lean
/-- Two-by-two gamma matrices in 2+1 dimensions. -/
def gamma3 : Fin 3 → Matrix (Fin 2) (Fin 2) ℂ :=
  ![!![1, 0; 0, -1], !![0, 1; -1, 0], !![0, Complex.I; Complex.I, 0]]

/-- `gamma3` obeys the Clifford relation with metric `diag(1, -1, -1)`, yet for
`k_μ = (0,0,1)`, `k' = 0` the `01` loop numerator is `-2im` while the tensor component is `0`. -/
theorem loop_trace_needs_chirality (m : ℂ) :
    IsClifford !![1, 0, 0; 0, -1, 0; 0, 0, -1] gamma3 ∧
      loopTrace gamma3 m ![0, 0, 1] 0 0 1 = -2 * Complex.I * m ∧
      loopTensor !![1, 0, 0; 0, -1, 0; 0, 0, -1] m ![0, 0, 1] 0 0 1 = 0 := by
  refine ⟨fun μ ν => ?_, ?_, by simp [loopTensor, raise]⟩
  · ext i j
    fin_cases μ <;> fin_cases ν <;> fin_cases i <;> fin_cases j <;>
      simp [gamma3] <;> norm_num
  · have s1 : slash gamma3 ![0, 0, 1] = gamma3 2 := by simp [slash, Fin.sum_univ_three]
    have s0 : slash gamma3 0 = 0 := by simp [slash]
    rw [loopTrace, s1, s0, Matrix.one_fin_two]
    simp [gamma3, trace_fin_two]
    ring

end

end VacuumPolarization
```

```lean
#print axioms VacuumPolarization.ward_identity_propagator
#print axioms VacuumPolarization.loop_trace_needs_chirality
```

```
'VacuumPolarization.ward_identity_propagator' depends on axioms: [propext, Classical.choice, Quot.sound]
'VacuumPolarization.loop_trace_needs_chirality' depends on axioms: [propext, Classical.choice, Quot.sound]
```

## Use in a loop calculation

Integration is not formalised above, so what follows is ordinary textbook reasoning without machine checking. One sets $k'=k+q$ and $n=4$, inserts (1) over the two denominators, combines them with a Feynman parameter and integrates over $k$. By (3), $q_\mu\Pi^{\mu\nu}$ is proportional to the integral of $f^\nu(k)-f^\nu(k+q)$ with $f^\nu(k)=k^\nu/(k^2-m^2)$. This vanishes when the regulator permits the shift $k+q\to k$, as dimensional regularisation does. A sharp cutoff at a scale $\Lambda$ on the Euclidean loop momentum, after Wick rotation, does not permit it and leaves a term of order $\Lambda^2g^{\mu\nu}$ in $\Pi^{\mu\nu}$. In code with explicit gamma matrices, evaluating both sides of (2) at random momenta tests the index raising and the sign of the $m^2$ term before any integral is attempted.
